# Four nodal pockets, in the electron radii, of a beryllium function built from hydrogenic 1s and 2s orbitals

A: Put two beryllium electrons of each spin into hydrogenic 1s and 2s orbitals with the same nuclear charge $Z>0$. At positive radii, the resulting wave function vanishes exactly when two electrons of equal spin are equally far from the nucleus. In the space of the four positive radii, its nonzero set has exactly four connected components. Each is convex, has a constant sign, and is fixed by which electron of each spin pair is farther out.

Q: Beryllium has four interacting electrons in three dimensions. Which wave function do you mean?

A: The non-interacting one, for the configuration $1s^2 2s^2$. Its orbitals, without their normalisation constants, are
$$f(r)=e^{-Zr},\qquad g(r)=\left(1-\tfrac{Zr}{2}\right)e^{-Zr/2}.$$
In the file they are `orb1s` and `orb2s`, real functions of the radius.

```lean
import Mathlib

open Set

namespace BerylliumNodalPockets

noncomputable section

/-- The unnormalised hydrogenic 1s orbital as a function of the radius. -/
def orb1s (Z r : ℝ) : ℝ := Real.exp (-(Z * r))

/-- The unnormalised hydrogenic 2s orbital as a function of the radius. -/
def orb2s (Z r : ℝ) : ℝ := (1 - Z * r / 2) * Real.exp (-(Z * r / 2))
```

The normalised orbitals are $\sqrt{Z^3/\pi}\,f$ and $\sqrt{Z^3/(8\pi)}\,g$. The constants are positive, so they change neither zeros nor signs.

Q: Where are spin and antisymmetry?

A: Number the electrons 0 to 3, as Lean does, and let 0 and 1 have spin up, 2 and 3 spin down. For this assignment the four-electron Slater determinant factorises, up to a constant, into one determinant per spin. With radii $x_0,\dots,x_3$ the function is
$$\Psi(x)=D(x_0,x_1)\,D(x_2,x_3),\qquad D(r,s)=f(r)g(s)-f(s)g(r).$$
These are `beWave` and `pairDet`. A configuration is a function `Fin 4 → ℝ`, that is, a list of four real numbers, and `nonzeroSet` keeps those with positive entries and $\Psi\neq0$.

```lean
/-- The 1s2s determinant of two electrons of equal spin at radii `r` and `s`. -/
def pairDet (Z r s : ℝ) : ℝ := orb1s Z r * orb2s Z s - orb1s Z s * orb2s Z r

/-- The unnormalised wave function of the non-interacting 1s²2s² model of beryllium, as a function
of the four radii: one determinant for electrons 0 and 1, times one for electrons 2 and 3. -/
def beWave (Z : ℝ) (x : Fin 4 → ℝ) : ℝ := pairDet Z (x 0) (x 1) * pairDet Z (x 2) (x 3)

/-- The configurations of positive radii at which the wave function is not zero. -/
def nonzeroSet (Z : ℝ) : Set (Fin 4 → ℝ) := {x | (∀ i, 0 < x i) ∧ beWave Z x ≠ 0}
```

Q: And the pockets? Are they defined through the sign of $\Psi$?

A: They are defined by inequalities between radii, and $\Psi$ does not occur in them. A label `p` consists of two Booleans. The first is `true` for $x_0>x_1$ and `false` for $x_0<x_1$; the second does the same for $x_2$ and $x_3$. The function `sgn` turns a Boolean into $\pm1$, so that both cases fit into one inequality.

```lean
/-- The sign `+1` or `-1` attached to a radial order. -/
def sgn : Bool → ℝ
  | true => 1
  | false => -1

/-- The region of positive radii with a prescribed radial order in each spin pair:
`true` means that the first electron of the pair is farther out, `false` the second. -/
def pocket (p : Bool × Bool) : Set (Fin 4 → ℝ) :=
  {x | (∀ i, 0 < x i) ∧ 0 < sgn p.1 * (x 0 - x 1) ∧ 0 < sgn p.2 * (x 2 - x 3)}
```

Q: The 2s orbital has a radial node at $r=2/Z$. Why does it not produce further nodes of $\Psi$?

A: Because only the ratio of the two orbitals matters, and it passes through zero there without turning back. Let
$$q(r)=\frac{g(r)}{f(r)}=\left(1-\tfrac{Zr}{2}\right)e^{Zr/2}.$$
The product rule gives
$$q'(r)=-\tfrac Z2e^{Zr/2}+\left(1-\tfrac{Zr}{2}\right)\tfrac Z2e^{Zr/2}=-\tfrac{Z^2r}{4}e^{Zr/2}.$$
This is negative for $r>0$, so $q$ decreases strictly on $r\ge0$.

In the Lean proof, `e` rewrites the ratio in this form and `hd` is the derivative. The lemma `strictAntiOn_of_deriv_neg` asks for a negative derivative only in the interior of the half-line, so the zero of $q'$ at $r=0$ does no harm.

```lean
/-- For positive nuclear charge the ratio of the 2s to the 1s orbital decreases strictly
with the radius, from the nucleus outwards. -/
theorem ratio_strictAntiOn {Z : ℝ} (hZ : 0 < Z) :
    StrictAntiOn (fun r => orb2s Z r / orb1s Z r) (Ici 0) := by
  have e : (fun r => orb2s Z r / orb1s Z r)
      = fun r => (1 - Z * r / 2) * Real.exp (Z * r / 2) := by
    funext r
    unfold orb2s orb1s
    rw [div_eq_iff (Real.exp_ne_zero _), mul_assoc, ← Real.exp_add]
    congr 2
    ring
  -- the two terms without a factor r cancel in the derivative
  have hd : ∀ r : ℝ, HasDerivAt (fun r => (1 - Z * r / 2) * Real.exp (Z * r / 2))
      (-(Z ^ 2 * r / 4) * Real.exp (Z * r / 2)) r := by
    intro r
    have h1 : HasDerivAt (fun r : ℝ => Z * r / 2) (Z / 2) r := by
      simpa using ((hasDerivAt_id' r).const_mul Z).div_const 2
    exact ((h1.const_sub 1).fun_mul h1.exp).congr_deriv (by ring)
  rw [e]
  refine strictAntiOn_of_deriv_neg (convex_Ici 0)
    (fun r _ => (hd r).continuousAt.continuousWithinAt) ?_
  intro r hr
  rw [interior_Ici] at hr
  have hr' : 0 < r := hr
  rw [(hd r).deriv]
  have : 0 < Z ^ 2 * r / 4 * Real.exp (Z * r / 2) := by positivity
  linarith
```

Q: How does that settle the sign of $D$?

A: Take out the 1s factors, which are positive:
$$D(r,s)=f(r)f(s)\,[q(s)-q(r)].$$
Hence $D(r,s)>0$ exactly when $q(s)>q(r)$, which for a strictly decreasing $q$ means $s<r$. The identity is `e` in the next proof. One direction is then the strict decrease itself; for the other, $r\le s$ would give $q(s)\le q(r)$, a contradiction.

```lean
/-- For positive nuclear charge and nonnegative radii, the pair determinant is positive
exactly when its first electron is farther from the nucleus. -/
theorem pairDet_pos_iff {Z r s : ℝ} (hZ : 0 < Z) (hr : 0 ≤ r) (hs : 0 ≤ s) :
    0 < pairDet Z r s ↔ s < r := by
  have fr : 0 < orb1s Z r := Real.exp_pos _
  have fs : 0 < orb1s Z s := Real.exp_pos _
  -- factor out the nodeless 1s orbitals
  have e : pairDet Z r s = orb1s Z r * orb1s Z s *
      (orb2s Z s / orb1s Z s - orb2s Z r / orb1s Z r) := by
    have h1 : orb1s Z s * (orb2s Z s / orb1s Z s) = orb2s Z s := by
      field_simp
    have h2 : orb1s Z r * (orb2s Z r / orb1s Z r) = orb2s Z r := by
      field_simp
    unfold pairDet
    linear_combination (-orb1s Z r) * h1 + orb1s Z s * h2
  rw [e, mul_pos_iff_of_pos_left (mul_pos fr fs), sub_pos]
  constructor
  · intro h
    by_contra hn
    exact not_lt_of_ge ((ratio_strictAntiOn hZ).antitoneOn hr hs (not_lt.1 hn)) h
  · intro h
    exact ratio_strictAntiOn hZ hs hr h
```

For the zeros, note that $D(s,r)=-D(r,s)$. If $D(r,s)=0$, then both vanish. But $s<r$ would make $D(r,s)$ positive, and $r<s$ would make $D(s,r)$ positive, so $r=s$. Conversely, $D(r,r)=0$ by subtraction.

```lean
/-- For positive nuclear charge and nonnegative radii, the pair determinant vanishes
exactly when the two radii are equal. -/
theorem pairDet_eq_zero_iff {Z r s : ℝ} (hZ : 0 < Z) (hr : 0 ≤ r) (hs : 0 ≤ s) :
    pairDet Z r s = 0 ↔ r = s := by
  constructor
  · intro h
    have h' : pairDet Z s r = 0 := by
      unfold pairDet at h ⊢
      linarith
    refine le_antisymm (not_lt.1 fun hlt => ?_) (not_lt.1 fun hlt => ?_)
    · exact ((pairDet_pos_iff hZ hr hs).2 hlt).ne' h
    · exact ((pairDet_pos_iff hZ hs hr).2 hlt).ne' h'
  · rintro rfl
    exact sub_self _
```

Q: What does $Z>0$ stand for, beyond making the orbitals decay?

A: It says that the nucleus attracts the electrons. With radii in bohr, $Z$ is the nuclear charge in units of the elementary charge, which is 4 for beryllium. The value $Z=0$ has to be excluded: both orbitals would be constant and $D$ would vanish everywhere.

Q: Now the geometry. Why are the regions separate and convex?

A: A number cannot be both positive and negative, so the signs of $x_0-x_1$ and $x_2-x_3$ determine the label. That is `key` in the first proof below.

For convexity, take two configurations $x,y$ in one pocket and weights $a,b\ge0$ with $a+b=1$. Each defining inequality says that a linear expression is positive. At $ax+by$ that expression equals $a$ times its value at $x$ plus $b$ times its value at $y$, which is again positive. The helper `pos` states this for two positive numbers, and the proof applies it to the four radii and to the two signed differences.

```lean
/-- A configuration lies in at most one pocket. -/
theorem pocket_unique {p q : Bool × Bool} {x : Fin 4 → ℝ}
    (hp : x ∈ pocket p) (hq : x ∈ pocket q) : p = q := by
  have key : ∀ (a c : Bool) (t : ℝ), 0 < sgn a * t → 0 < sgn c * t → a = c := by
    intro a c t h1 h2
    cases a <;> cases c <;> simp [sgn] at h1 h2 ⊢ <;> linarith
  exact Prod.ext (key _ _ _ hp.2.1 hq.2.1) (key _ _ _ hp.2.2 hq.2.2)

/-- Each pocket is convex: the straight line between two of its configurations
stays inside. -/
theorem pocket_convex (p : Bool × Bool) : Convex ℝ (pocket p) := by
  intro x hx y hy a b ha hb hab
  have pos : ∀ u v : ℝ, 0 < u → 0 < v → 0 < a * u + b * v :=
    fun u v hu hv => convex_Ioi (0 : ℝ) hu hv ha hb hab
  have h1 := pos _ _ hx.2.1 hy.2.1
  have h2 := pos _ _ hx.2.2 hy.2.2
  refine ⟨fun i => pos (x i) (y i) (hx.1 i) (hy.1 i), ?_, ?_⟩
  · simp only [Pi.add_apply, Pi.smul_apply, smul_eq_mul]
    linarith
  · simp only [Pi.add_apply, Pi.smul_apply, smul_eq_mul]
    linarith
```

Each pocket is also open, being a finite intersection of sets given by strict inequalities between continuous functions.

```lean
/-- Each pocket is open: small displacements of the radii do not leave it. -/
theorem pocket_isOpen (p : Bool × Bool) : IsOpen (pocket p) := by
  simp only [pocket, Set.ofPred_and, Set.ofPred_forall]
  exact (isOpen_iInter_of_finite fun i => isOpen_lt continuous_const (continuous_apply i)).inter
    ((isOpen_lt (by fun_prop) (by fun_prop)).inter (isOpen_lt (by fun_prop) (by fun_prop)))
```

Q: Read me the main theorem as it stands.

A: For $Z>0$ it has four parts.

1. At positive radii, $\Psi(x)=0$ exactly when $x_0=x_1$ or $x_2=x_3$.
2. The nonzero set is the union of the pockets over all labels.
3. Pockets with different labels are disjoint.
4. Every pocket is nonempty and convex, and in it $\Psi$ has the sign `sgn p.1 * sgn p.2`.

The first part holds because a product vanishes exactly when one of its factors does; this is `zero` in the proof. For the sign, `pair` shows that $D$ has the sign of the radial order, and `sign` multiplies the two results. So $\Psi$ is positive when both pairs have the same order and negative when the orders differ.

For the union, take a point with $\Psi\ne0$. Both differences are nonzero, and `order` picks a Boolean for each, which gives the pocket. Conversely, a point in a pocket has $\Psi\neq0$ by `sign`. Finally, the radii $(2\pm1,\,2,\,2\pm1,\,2)$, with the signs taken from the label, give a point in each pocket.

```lean
/-- For positive nuclear charge and positive radii, the model wave function `beWave` vanishes
exactly when two electrons of one spin pair have equal radii. Its nonzero set is the union of the
four pockets, which are disjoint, nonempty and convex, and in each of them its sign is the product
of the two order signs. -/
theorem beryllium_nodal_pockets {Z : ℝ} (hZ : 0 < Z) :
    (∀ x : Fin 4 → ℝ, (∀ i, 0 < x i) → (beWave Z x = 0 ↔ x 0 = x 1 ∨ x 2 = x 3)) ∧
    (nonzeroSet Z = ⋃ p, pocket p) ∧
    (Pairwise fun p q => Disjoint (pocket p) (pocket q)) ∧
    (∀ p, (pocket p).Nonempty ∧ Convex ℝ (pocket p) ∧
      ∀ x ∈ pocket p, 0 < sgn p.1 * sgn p.2 * beWave Z x) := by
  have zero : ∀ x : Fin 4 → ℝ, (∀ i, 0 < x i) →
      (beWave Z x = 0 ↔ x 0 = x 1 ∨ x 2 = x 3) := by
    intro x hx
    unfold beWave
    rw [mul_eq_zero, pairDet_eq_zero_iff hZ (hx 0).le (hx 1).le,
      pairDet_eq_zero_iff hZ (hx 2).le (hx 3).le]
  -- each determinant carries the sign of its radial order
  have pair : ∀ (a : Bool) (r s : ℝ), 0 < r → 0 < s → 0 < sgn a * (r - s) →
      0 < sgn a * pairDet Z r s := by
    intro a r s hr hs h
    cases a
    · simp only [sgn] at h ⊢
      have h1 := (pairDet_pos_iff hZ hs.le hr.le).2 (by linarith)
      unfold pairDet at h1 ⊢
      linarith
    · simp only [sgn] at h ⊢
      have h1 := (pairDet_pos_iff hZ hr.le hs.le).2 (by linarith)
      linarith
  have sign : ∀ p, ∀ x ∈ pocket p, 0 < sgn p.1 * sgn p.2 * beWave Z x := by
    intro p x hx
    have h := mul_pos (pair _ _ _ (hx.1 0) (hx.1 1) hx.2.1)
      (pair _ _ _ (hx.1 2) (hx.1 3) hx.2.2)
    unfold beWave
    linarith
  have order : ∀ t : ℝ, t ≠ 0 → ∃ a, 0 < sgn a * t := by
    intro t ht
    rcases lt_or_gt_of_ne ht with h | h
    · exact ⟨false, by simp only [sgn]; linarith⟩
    · exact ⟨true, by simp only [sgn]; linarith⟩
  refine ⟨zero, ?_, ?_, fun p => ⟨?_, pocket_convex p, sign p⟩⟩
  · ext x
    rw [mem_iUnion]
    constructor
    · rintro ⟨hx, hn⟩
      rw [Ne, zero x hx, not_or] at hn
      obtain ⟨a, ha⟩ := order _ (sub_ne_zero.2 hn.1)
      obtain ⟨b, hb⟩ := order _ (sub_ne_zero.2 hn.2)
      exact ⟨(a, b), hx, ha, hb⟩
    · rintro ⟨p, hp⟩
      refine ⟨hp.1, fun h0 => ?_⟩
      have h := sign p x hp
      rw [h0, mul_zero] at h
      exact lt_irrefl _ h
  · intro p q hpq
    exact Set.disjoint_left.2 fun x hp hq => hpq (pocket_unique hp hq)
  · obtain ⟨a, b⟩ := p
    refine ⟨![2 + sgn a, 2, 2 + sgn b, 2], fun i => ?_, ?_, ?_⟩
    · fin_cases i <;> cases a <;> cases b <;> norm_num [sgn]
    · cases a <;> norm_num [sgn]
    · change 0 < sgn b * ((2 + sgn b) - 2)
      cases b <;> norm_num [sgn]
```

Q: Four disjoint regions are not yet four nodal pockets. Two of them might belong to one connected piece.

A: They do not, and the next theorem proves it. Start at a point $x$ in a pocket $P$. The pocket is convex, hence connected, so the component of the nonzero set around $x$ contains all of $P$. In the other direction, $P$ is open, the union of the other three pockets is open, and the two are disjoint and together make up the nonzero set. A connected subset that meets $P$ therefore lies inside $P$. In Lean this step is `subset_left_of_subset_union`, and `Subset.antisymm` joins the two inclusions.

```lean
/-- For positive nuclear charge, the connected component of the nonzero set around
a configuration in a pocket is that whole pocket. -/
theorem component_eq_pocket {Z : ℝ} (hZ : 0 < Z) {p : Bool × Bool} {x : Fin 4 → ℝ}
    (hx : x ∈ pocket p) : connectedComponentIn (nonzeroSet Z) x = pocket p := by
  have hN := (beryllium_nodal_pockets hZ).2.1
  have hsub : pocket p ⊆ nonzeroSet Z := by
    rw [hN]
    exact subset_iUnion pocket p
  apply Subset.antisymm
  · -- the other pockets together form a disjoint open set
    refine isPreconnected_connectedComponentIn.subset_left_of_subset_union
      (v := ⋃ q, ⋃ (_ : q ≠ p), pocket q) (pocket_isOpen p)
      (isOpen_iUnion fun q => isOpen_iUnion fun _ => pocket_isOpen q) ?_ ?_
      ⟨x, mem_connectedComponentIn (hsub hx), hx⟩
    · refine Set.disjoint_left.2 fun y hy hy' => ?_
      simp only [mem_iUnion] at hy'
      obtain ⟨q, hq, hyq⟩ := hy'
      exact hq (pocket_unique hyq hy)
    · intro y hy
      have hy' := connectedComponentIn_subset _ _ hy
      rw [hN, mem_iUnion] at hy'
      obtain ⟨q, hq⟩ := hy'
      by_cases h : q = p
      · exact Or.inl (h ▸ hq)
      · exact Or.inr (mem_iUnion.2 ⟨q, mem_iUnion.2 ⟨h, hq⟩⟩)
  · exact (pocket_convex p).isPreconnected.subset_connectedComponentIn hx hsub
```

The last theorem counts. Its set contains every `connectedComponentIn (nonzeroSet Z) x` with `x` in the nonzero set, and `e` identifies it with the set of all pockets. Different labels give different pockets, since each pocket is nonempty and no point lies in two. There are $2\times2=4$ labels.

```lean
/-- For positive nuclear charge, the nonzero set of the model wave function `beWave` on positive
radii has exactly four connected components. -/
theorem four_nodal_pockets {Z : ℝ} (hZ : 0 < Z) :
    {C | ∃ x ∈ nonzeroSet Z, C = connectedComponentIn (nonzeroSet Z) x}.ncard = 4 := by
  obtain ⟨-, hN, -, hp⟩ := beryllium_nodal_pockets hZ
  have e : {C | ∃ x ∈ nonzeroSet Z, C = connectedComponentIn (nonzeroSet Z) x}
      = pocket '' univ := by
    ext C
    constructor
    · rintro ⟨x, hx, rfl⟩
      rw [hN, mem_iUnion] at hx
      obtain ⟨p, hxp⟩ := hx
      exact ⟨p, mem_univ p, (component_eq_pocket hZ hxp).symm⟩
    · rintro ⟨p, -, rfl⟩
      obtain ⟨x, hx⟩ := (hp p).1
      exact ⟨x, hN ▸ mem_iUnion.2 ⟨p, hx⟩, (component_eq_pocket hZ hx).symm⟩
  have inj : Function.Injective pocket := by
    intro p q h
    obtain ⟨x, hx⟩ := (hp p).1
    exact pocket_unique hx (h ▸ hx)
  rw [e, Set.ncard_image_of_injective _ inj, Set.ncard_univ]
  simp

end

end BerylliumNodalPockets
```

```lean
#print axioms BerylliumNodalPockets.beryllium_nodal_pockets
#print axioms BerylliumNodalPockets.four_nodal_pockets
```

```
'BerylliumNodalPockets.beryllium_nodal_pockets' depends on axioms: [propext, Classical.choice, Quot.sound]
'BerylliumNodalPockets.four_nodal_pockets' depends on axioms: [propext, Classical.choice, Quot.sound]
```

Q: So how much of real beryllium have you described?

A: The nodes of one approximate function. Electron repulsion, screening and the mixing with other orbital occupations are absent, and the theorems say nothing about the nodes of the exact ground state. The space is also that of the four radii, not of the twelve coordinates. The angles would need a short separate argument: away from the nucleus, each pocket is combined with four spheres of directions, which are connected, so the count stays at four.

Q: Then where would I meet this result?

A: In fixed-node diffusion Monte Carlo, where walkers may not cross the nodes of the trial function. If the trial function is this single product of hydrogenic determinants, a walker keeps the radial order within each spin pair that it had at the start. Antisymmetry alone does not put the nodes there. It makes a continuous real function vanish somewhere on every path that exchanges two electrons of equal spin, but the only configurations at which it forces every such function to vanish are those where two electrons of equal spin share a position. This function vanishes wherever they share a radius.
